# Conserved polynomial quantities of a single oscillator mode are polynomials in the number operator

Let $K$ be a field of characteristic zero, let $a, b$ be elements of an associative $K$-algebra $A$ with $ab - ba = 1$, and put $N = ba$. An element $x$ of the subalgebra generated by $a$ and $b$ commutes with $N$ if and only if $x = p(N)$ for some polynomial $p$ over $K$. For $\omega \neq 0$ in $K$ the same holds with $H = \omega(N + \tfrac12)$ in place of $N$, and any two generated elements that commute with $N$ commute with each other.

The relation $ab - ba = 1$ is the canonical commutation relation: for dimensionless position $Q$ and momentum $P$ with $[Q,P] = \mathrm{i}$, it holds for $a = (Q + \mathrm{i}P)/\sqrt2$ and $b = (Q - \mathrm{i}P)/\sqrt2$. With $\hbar = 1$, $\omega$ is the angular frequency of the oscillator. By Heisenberg's equation $\dot x = \mathrm{i}[H,x]$, the result says that for one harmonic mode, and among polynomials in $Q$ and $P$ with time-independent coefficients, the constants of motion are the polynomials in the energy.

## Weights, normal ordering and a filter

Write $D y = [N,y] = Ny - yN$, a $K$-linear map on $A$. Below $i, j, n$ are natural numbers including zero, and $X$ is the indeterminate of $K[X]$.

*Step 1: weights.* The relation gives
$$Da = baa - aba = -(ab - ba)a = -a, \qquad Db = bab - bba = b(ab - ba) = b.$$
The Leibniz rule $D(uv) = (Du)v + u(Dv)$ shows that eigenvalues of $D$, called weights, add under products. Hence $Db^i = i\,b^i$, $Da^j = -j\,a^j$ and
$$D(b^i a^j) = (i-j)\,b^i a^j .$$

*Step 2: balanced monomials.* Step 1 gives $Na^n = a^nN - n\,a^n$, so
$$b^{n+1}a^{n+1} = b^n N a^n = b^n a^n (N - n).$$
Starting from $b^0a^0 = 1$, induction yields $b^na^n = \prod_{k=0}^{n-1}(N-k)$.

*Step 3: normal ordering.* Let $S$ be the span of all $b^ia^j$. It is stable under left multiplication by $b$, since $b\,b^ia^j = b^{i+1}a^j$. For $a$, use induction on $i$: $a\,a^j = a^{j+1}$, and $ab = ba + 1$ gives
$$a\,b^{i+1}a^j = b\,(a\,b^ia^j) + b^ia^j \in S.$$
So $S$ is stable under left multiplication by every generated $x$, and $x = x\cdot 1 \in S$.

*Step 4: the filter.* Write $x = \sum c_{ij}\,b^ia^j$ as a finite sum with $c_{ij} \in K$. Let $q = \prod_m (X - m)$, where $m$ runs over the differences $i - j$ with $i \neq j$ that occur; the empty product is $1$. By step 1, $q(D)\,b^ia^j = q(i-j)\,b^ia^j$, which vanishes for the terms with $i \neq j$. Therefore $q(D)x = q(0)\sum_i c_{ii}\,b^ia^i$, a polynomial in $N$ by step 2. In characteristic zero each nonzero integer $m$ is nonzero in $K$, so $q(0) \neq 0$. Linear independence of the monomials is never needed.

*Step 5: conclusion.* If $Dx = 0$, only the constant term of $q$ acts, so $q(D)x = q(0)x$. Dividing by $q(0)$ gives $x = \sum_i c_{ii}\,b^ia^i$, a polynomial in $N$. Conversely, $N$ commutes with every $p(N)$.

For the Hamiltonian, $N = \omega^{-1}H - \tfrac12$, so $[H,x] = 0$ implies $[N,x] = 0$, and $x = p(N) = p(\omega^{-1}H - \tfrac12)$. Finally $p(N)r(N) = (pr)(N) = (rp)(N) = r(N)p(N)$ for polynomials $p, r$.

## The operators in Lean

```lean
import Mathlib

open Polynomial

namespace OscillatorConservedQuantities

noncomputable section

variable {K A : Type*} [Field K] [Ring A] [Algebra K A]
```

`Ring A` with `Algebra K A` is an associative unital $K$-algebra that need not be commutative. It carries no adjoint, inner product or topology, so $b$ is tied to $a$ only through the commutation relation and is not required to be $a^\dagger$. The quantum oscillator has $K = \mathbb{C}$.

```lean
/-- The number operator `N = b a` built from the lowering operator `a` and the raising
operator `b`. -/
def numberOp (a b : A) : A := b * a

/-- The oscillator Hamiltonian `H = ω (N + 1/2)`. -/
def hamiltonian (ω : K) (a b : A) : A := ω • (numberOp a b + (1 / 2 : K) • (1 : A))
```

The names raising for $b$ and lowering for $a$ rest on the relation $ab - ba = 1$, which gives $[N,b] = b$ and $[N,a] = -a$; the definitions themselves do not assume it. The term `(1 / 2 : K) • (1 : A)` is the zero-point shift.

```lean
variable (K) in
/-- The commutator with the number operator, `x ↦ N x - x N`, as a linear map. -/
def adN (a b : A) : Module.End K A :=
  LinearMap.mulLeft K (numberOp a b) - LinearMap.mulRight K (numberOp a b)
```

`adN K a b` is $D$. As an element of the algebra `Module.End K A` it can be inserted into a polynomial: `aeval (adN K a b) q` is $q(D)$, just as `aeval (numberOp a b) p` is $p(N)$.

```lean
variable (K) in
/-- The linear span of the normal-ordered monomials `b^i a^j`. -/
def normalSpan (a b : A) : Submodule K A :=
  Submodule.span K {y | ∃ i j : ℕ, y = b ^ i * a ^ j}
```

`normalSpan K a b` is $S$, with all raising operators to the left.

## Commutators and ordering of monomials

```lean
variable {a b x : A}

/-- If `a b - b a = 1`, then `[N, b^i a^j] = (i - j) b^i a^j`. -/
theorem adN_monomial (h : a * b - b * a = 1) (i j : ℕ) :
    adN K a b (b ^ i * a ^ j) = ((i : K) - j) • (b ^ i * a ^ j) := by
  simp only [adN, LinearMap.sub_apply, LinearMap.mulLeft_apply, LinearMap.mulRight_apply]
  obtain ⟨N, hN⟩ : ∃ N, N = numberOp a b := ⟨_, rfl⟩
  rw [← hN]
  -- Leibniz rule: weights add under products
  have hmul : ∀ (u v : A) (μ ν : K), N * u - u * N = μ • u → N * v - v * N = ν • v →
      N * (u * v) - (u * v) * N = (μ + ν) • (u * v) := by
    intro u v μ ν hu hv
    calc N * (u * v) - (u * v) * N = (N * u - u * N) * v + u * (N * v - v * N) := by
          noncomm_ring
      _ = (μ + ν) • (u * v) := by rw [hu, hv, smul_mul_assoc, mul_smul_comm, add_smul]
  have hpow : ∀ (u : A) (μ : K), N * u - u * N = μ • u →
      ∀ n : ℕ, N * u ^ n - u ^ n * N = ((n : K) * μ) • u ^ n := by
    intro u μ hu n
    induction n with
    | zero => simp
    | succ n ih =>
      rw [pow_succ u, hmul _ _ _ _ ih hu]
      congr 1
      push_cast
      ring
  have ha : N * a - a * N = (-1 : K) • a := by
    simp only [hN, numberOp, neg_one_smul]
    calc b * a * a - a * (b * a) = -((a * b - b * a) * a) := by noncomm_ring
      _ = -a := by rw [h, one_mul]
  have hb : N * b - b * N = (1 : K) • b := by
    simp only [hN, numberOp, one_smul]
    calc b * a * b - b * (b * a) = b * (a * b - b * a) := by noncomm_ring
      _ = b := by rw [h, mul_one]
  rw [hmul _ _ _ _ (hpow b 1 hb i) (hpow a (-1) ha j)]
  congr 1
  ring
```

The hypothesis `h` is the commutation relation. Inside the proof, `hmul` is the Leibniz rule for eigenvectors, `hpow` extends it to powers by induction, and `ha`, `hb` are the two commutators of step 1. The weight `(i : K) - j` is a difference in $K$, so it represents negative integers as well.

```lean
/-- If `a b - b a = 1`, then `b^n a^n = N (N - 1) ⋯ (N - n + 1)`. -/
theorem balanced_monomial (h : a * b - b * a = 1) (n : ℕ) :
    b ^ n * a ^ n = aeval (numberOp a b) (∏ k ∈ Finset.range n, (X - C (k : K))) := by
  induction n with
  | zero => simp
  | succ n ih =>
    have w : numberOp a b * a ^ n - a ^ n * numberOp a b = (-(n : K)) • a ^ n := by
      simpa [adN] using adN_monomial (K := K) h 0 n
    have w' : numberOp a b * a ^ n = a ^ n * numberOp a b - (n : K) • a ^ n := by
      rw [eq_add_of_sub_eq w, neg_smul]
      abel
    rw [Finset.prod_range_succ, map_mul, ← ih, map_sub, aeval_X, aeval_C,
      Algebra.algebraMap_eq_smul_one]
    calc b ^ (n + 1) * a ^ (n + 1) = b ^ n * (numberOp a b * a ^ n) := by
          rw [pow_succ b, pow_succ' a, numberOp]
          simp only [mul_assoc]
      _ = _ := by
          rw [w']
          simp only [mul_sub, mul_smul_comm, mul_one, mul_assoc]
```

`Finset.range n` runs over $k = 0, \dots, n-1$ and is empty for $n = 0$. The statement `w'` is $Na^n = a^nN - n\,a^n$, and the `calc` block is the displayed line of step 2.

```lean
/-- Normal ordering: if `a b - b a = 1`, every element of the algebra generated by `a` and `b`
is a linear combination of monomials `b^i a^j`. -/
theorem mem_normalSpan (h : a * b - b * a = 1) (hx : x ∈ Algebra.adjoin K {a, b}) :
    x ∈ normalSpan K a b := by
  have mono : ∀ i j : ℕ, b ^ i * a ^ j ∈ normalSpan K a b :=
    fun i j => Submodule.subset_span ⟨i, j, rfl⟩
  have key : ∀ c : A, (∀ i j : ℕ, c * (b ^ i * a ^ j) ∈ normalSpan K a b) →
      ∀ y ∈ normalSpan K a b, c * y ∈ normalSpan K a b := by
    intro c hc y hy
    unfold normalSpan at hy
    induction hy using Submodule.span_induction with
    | mem y hy => obtain ⟨i, j, hy⟩ := hy; rw [hy]; exact hc i j
    | zero => simp
    | add y z _ _ hy hz => rw [mul_add]; exact add_mem hy hz
    | smul r y _ hy => rw [mul_smul_comm]; exact Submodule.smul_mem _ r hy
  have hb := key b fun i j => by rw [← mul_assoc, ← pow_succ' b]; exact mono _ _
  -- move `a` through the `b`s one at a time
  have ha := key a fun i j => by
    induction i with
    | zero => rw [pow_zero, one_mul, ← pow_succ' a]; simpa using mono 0 (j + 1)
    | succ i ih =>
      have e : a * (b ^ (i + 1) * a ^ j) = b * (a * (b ^ i * a ^ j)) + b ^ i * a ^ j := by
        calc a * (b ^ (i + 1) * a ^ j) = a * b * (b ^ i * a ^ j) := by
              rw [pow_succ' b]; simp only [mul_assoc]
          _ = _ := by
              rw [eq_add_of_sub_eq h]
              simp only [add_mul, one_mul, mul_assoc]
              exact add_comm _ _
      rw [e]
      exact add_mem (hb _ ih) (mono i j)
  have hall : ∀ y ∈ normalSpan K a b, x * y ∈ normalSpan K a b := by
    induction hx using Algebra.adjoin_induction with
    | mem u hu =>
      rcases hu with hu | hu
      · rw [hu]; exact ha
      · rw [Set.mem_singleton_iff.mp hu]; exact hb
    | algebraMap r => intro y hy; rw [← Algebra.smul_def]; exact Submodule.smul_mem _ r hy
    | add u v _ _ hu hv => intro y hy; rw [add_mul]; exact add_mem (hu y hy) (hv y hy)
    | mul u v _ _ hu hv => intro y hy; rw [mul_assoc]; exact hu _ (hv y hy)
  simpa using hall 1 (by simpa using mono 0 0)
```

`Algebra.adjoin K {a, b}` is the generated subalgebra, which may be all of $A$. Here `key` extends stability from monomials to the span, `hb` and `ha` treat the two generators with `e` as the reordering identity, and `hall` passes to scalars, sums and products before being applied to $1$. These three theorems hold in any characteristic.

## Building the filter

```lean
/-- An operator commutes with every polynomial in itself. -/
theorem commute_aeval (y : A) (p : K[X]) : Commute y (aeval y p) := by
  have e : aeval y (X * p) = aeval y (p * X) := by rw [mul_comm X p]
  show y * aeval y p = aeval y p * y
  simpa only [map_mul, aeval_X] using e

/-- If a linear map `D` annihilates `y`, then `q(D) y = q(0) y` for every polynomial `q`. -/
theorem aeval_apply_of_ker {D : Module.End K A} {y : A} (hy : D y = 0) (q : K[X]) :
    aeval D q y = q.coeff 0 • y := by
  conv_lhs => rw [← divX_mul_X_add q]
  rw [map_add, map_mul, aeval_X, aeval_C, LinearMap.add_apply, Module.End.mul_apply, hy,
    map_zero, zero_add, Module.algebraMap_end_apply]
```

The first lemma transports $Xp = pX$ through `aeval`. The second splits $q$ into a multiple of $X$ plus its constant term `q.coeff 0`, which is $q(0)$.

```lean
/-- In characteristic zero with `a b - b a = 1`, for a linear combination `x` of normal-ordered
monomials there is a polynomial `q` with `q(0) ≠ 0` such that `q([N, ·])` maps `x` to a polynomial
in `N`. -/
theorem exists_filter [CharZero K] (h : a * b - b * a = 1) (hx : x ∈ normalSpan K a b) :
    ∃ q : K[X], q.coeff 0 ≠ 0 ∧ ∃ p : K[X], aeval (adN K a b) q x = aeval (numberOp a b) p := by
  have hker : ∀ p : K[X], adN K a b (aeval (numberOp a b) p) = 0 := fun p => by
    simp [adN, (commute_aeval (numberOp a b) p).eq]
  unfold normalSpan at hx
  induction hx using Submodule.span_induction with
  | mem y hy =>
    obtain ⟨i, j, hy⟩ := hy
    rw [hy]
    by_cases hij : i = j
    · refine ⟨1, by simp, ∏ k ∈ Finset.range j, (X - C (k : K)), ?_⟩
      rw [map_one, Module.End.one_apply, hij]
      exact balanced_monomial h j
    · -- characteristic zero: the weight `i - j` is nonzero
      have hne : (i : K) - j ≠ 0 := sub_ne_zero.mpr (by exact_mod_cast hij)
      refine ⟨X - C ((i : K) - j), ?_, 0, ?_⟩
      · rw [coeff_sub, coeff_X_zero, coeff_C_zero, zero_sub]
        exact neg_ne_zero.mpr hne
      · rw [map_sub, aeval_X, aeval_C, LinearMap.sub_apply, Module.algebraMap_end_apply,
          adN_monomial h, sub_self, map_zero]
  | zero => exact ⟨1, by simp, 0, by simp⟩
  | add y z _ _ hy hz =>
    obtain ⟨q₁, c₁, p₁, h₁⟩ := hy
    obtain ⟨q₂, c₂, p₂, h₂⟩ := hz
    have e₁ : aeval (adN K a b) (q₁ * q₂) y = q₂.coeff 0 • aeval (numberOp a b) p₁ := by
      rw [mul_comm q₁ q₂, map_mul, Module.End.mul_apply, h₁, aeval_apply_of_ker (hker p₁)]
    have e₂ : aeval (adN K a b) (q₁ * q₂) z = q₁.coeff 0 • aeval (numberOp a b) p₂ := by
      rw [map_mul, Module.End.mul_apply, h₂, aeval_apply_of_ker (hker p₂)]
    refine ⟨q₁ * q₂, ?_, q₂.coeff 0 • p₁ + q₁.coeff 0 • p₂, ?_⟩
    · rw [mul_coeff_zero]; exact mul_ne_zero c₁ c₂
    · rw [map_add, e₁, e₂]; simp only [map_add, map_smul]
  | smul c y _ hy =>
    obtain ⟨q, hq, p, e⟩ := hy
    exact ⟨q, hq, c • p, by rw [map_smul, e, map_smul]⟩
```

Step 4 is done by induction over the span, without explicit coefficients. A balanced monomial gets $q = 1$, and an unbalanced one gets $q = X - (i-j)$ with $p = 0$; `hne` is where `CharZero K` enters the filter. For a sum $y + z$ with $q_1(D)y = p_1(N)$ and $q_2(D)z = p_2(N)$, the filter is $q_1q_2$. Since $D$ annihilates polynomials in $N$ (`hker`),
$$(q_1q_2)(D)(y+z) = q_2(0)\,p_1(N) + q_1(0)\,p_2(N),$$
which is `e₁` plus `e₂`. Factors may repeat, which leaves $q(0) \neq 0$ intact.

## The commutant of $N$ and of $H$

```lean
/-- In characteristic zero with `a b - b a = 1`, an element of the algebra generated by `a` and
`b` commutes with `N = b a` if and only if it is a polynomial in `N`. -/
theorem commute_numberOp_iff [CharZero K] (h : a * b - b * a = 1)
    (hx : x ∈ Algebra.adjoin K {a, b}) :
    Commute (numberOp a b) x ↔ ∃ p : K[X], x = aeval (numberOp a b) p := by
  constructor
  · intro hc
    have hD : adN K a b x = 0 := by simp [adN, hc.eq]
    obtain ⟨q, hq, p, e⟩ := exists_filter h (mem_normalSpan h hx)
    -- on a conserved element the filter acts as the nonzero scalar `q(0)`
    rw [aeval_apply_of_ker hD] at e
    exact ⟨(q.coeff 0)⁻¹ • p, by rw [map_smul, ← e, inv_smul_smul₀ hq]⟩
  · rintro ⟨p, hp⟩
    rw [hp]
    exact commute_aeval _ p
```

`Commute (numberOp a b) x` means $Nx = xN$. In words: given the relation, characteristic zero and a generated $x$, commuting with $N$ is equivalent to the existence of a polynomial $p$ with $x = p(N)$; uniqueness of $p$ is not asserted. The forward direction is step 5: `hD` states $Dx = 0$, the rewrite turns `e` into $q(0)x = p(N)$, and `(q.coeff 0)⁻¹ • p` is the required polynomial.

The hypothesis `hx` restricts the statement to finite sums of finite products for a single mode. Two remarks that are not formalised here: on Fock space the parity $(-1)^N$ and the number-state projectors also commute with $N$ but lie beyond this algebra, and finite matrices from a truncated number basis violate `h`, because a commutator has trace zero.

```lean
/-- In characteristic zero with `a b - b a = 1` and `ω ≠ 0`, an element of the algebra generated by
`a` and `b` commutes with `H = ω (N + 1/2)` if and only if it is a polynomial in `H`. -/
theorem commute_hamiltonian_iff [CharZero K] (h : a * b - b * a = 1) {ω : K} (hω : ω ≠ 0)
    (hx : x ∈ Algebra.adjoin K {a, b}) :
    Commute (hamiltonian ω a b) x ↔ ∃ p : K[X], x = aeval (hamiltonian ω a b) p := by
  constructor
  · intro hc
    have hN : numberOp a b = ω⁻¹ • hamiltonian ω a b - (1 / 2 : K) • (1 : A) := by
      rw [hamiltonian, inv_smul_smul₀ hω, add_sub_cancel_right]
    have hc' : Commute (numberOp a b) x := by
      rw [hN]
      exact (hc.smul_left _).sub_left ((Commute.one_left x).smul_left _)
    obtain ⟨p, hp⟩ := (commute_numberOp_iff h hx).mp hc'
    refine ⟨aeval (ω⁻¹ • X - (1 / 2 : K) • 1 : K[X]) p, ?_⟩
    rw [← aeval_algHom_apply, map_sub, map_smul, map_smul, aeval_X, map_one, ← hN]
    exact hp
  · rintro ⟨p, hp⟩
    rw [hp]
    exact commute_aeval _ p
```

The condition `hω` excludes $H = 0$, which commutes with everything. The identity `hN` is $N = \omega^{-1}H - \tfrac12$, and the new polynomial is $p$ evaluated at $\omega^{-1}X - \tfrac12$.

```lean
/-- In characteristic zero with `a b - b a = 1`, two elements of the algebra generated by `a` and
`b` that both commute with `N = b a` commute with each other. -/
theorem conserved_commute [CharZero K] (h : a * b - b * a = 1) {y : A}
    (hx : x ∈ Algebra.adjoin K {a, b}) (hy : y ∈ Algebra.adjoin K {a, b})
    (cx : Commute (numberOp a b) x) (cy : Commute (numberOp a b) y) : Commute x y := by
  obtain ⟨p, hp⟩ := (commute_numberOp_iff h hx).mp cx
  obtain ⟨q, hq⟩ := (commute_numberOp_iff h hy).mp cy
  show x * y = y * x
  rw [hp, hq, ← map_mul, ← map_mul, mul_comm p q]
```

Both elements are written as polynomials in $N$, and `mul_comm p q` in $K[X]$ finishes the proof.

## A realisation on polynomials

```lean
/-- On polynomials, `a = d/dX` and `b =` multiplication by `X` satisfy `a b - b a = 1`. -/
theorem ccr_witness :
    (derivative : Module.End K K[X]) * (LinearMap.mulLeft K X : Module.End K K[X])
      - (LinearMap.mulLeft K X : Module.End K K[X]) * (derivative : Module.End K K[X]) = 1 := by
  apply LinearMap.ext
  intro p
  simp [derivative_mul]

end

end OscillatorConservedQuantities
```

With $A$ the linear maps on $K[X]$, $a = d/dX$ and $b$ multiplication by $X$, the product rule gives $(Xp)' - Xp' = p$ for every polynomial $p$. This supplies `h` in a nonzero algebra over any field, and for characteristic zero the theorems above apply to differential operators with polynomial coefficients.

```lean
#print axioms OscillatorConservedQuantities.commute_numberOp_iff
#print axioms OscillatorConservedQuantities.commute_hamiltonian_iff
#print axioms OscillatorConservedQuantities.conserved_commute
```

```
'OscillatorConservedQuantities.commute_numberOp_iff' depends on axioms: [propext, Classical.choice, Quot.sound]
'OscillatorConservedQuantities.commute_hamiltonian_iff' depends on axioms: [propext, Classical.choice, Quot.sound]
'OscillatorConservedQuantities.conserved_commute' depends on axioms: [propext, Classical.choice, Quot.sound]
```
